# Positive pair energies in a positive definite quadratic model: deletion lowers the total, omission raises it

Before solving the amplitude equations in a local correlation calculation, I drop the electron pairs that I expect to matter little, and I judge the loss by their pair energies. In a two-pair toy model the contributions are \(+1\) and \(-6\), total \(-5\). Striking the positive one from the sum gives \(-6\), so I expected a run without that pair to go down too. It gives \(-4\). Is my code wrong, or does the pair energy have the wrong sign for this purpose?

## The remaining amplitude relaxes when a pair is omitted

Your code is right. Deleting a term leaves the other amplitudes as they were, while omitting the pair constrains the minimization and can change them through the coupling, as it does here. When the energy is the minimum of a quadratic functional with positive definite coupling, a positive contribution always gives the two opposite shifts you saw.

Let \(t\) be the real vector of amplitudes, \(A\) the coupling matrix and \(v\) the driving integrals, and minimize

\[ J(t)=t\cdot At+2\,v\cdot t . \]

Pair \(i\) contributes \(v_it_i\). Omitting a set \(D\) of pairs means minimizing over amplitudes that vanish on \(D\).

**The minimum is the sum of contributions.** Put \(a=t\cdot At\) and \(b=v\cdot t\) at a minimizer \(t\). Scaled amplitudes \(ct\) are still admissible, and \(J(ct)=c^2a+2cb\) is smallest at \(c=1\). Hence \(2a+2b=0\), and \(J(t)=a+2b=b=\sum_i v_it_i\).

**Other admissible amplitudes lie higher.** For admissible \(s\ne t\),

\[ J\!\left(\tfrac{t+s}{2}\right)=\tfrac12\bigl(J(t)+J(s)\bigr)-\tfrac14\,(s-t)\cdot A(s-t). \]

The left side is at least \(J(t)\), so \(J(s)-J(t)\ge\tfrac12(s-t)\cdot A(s-t)>0\).

**The two shifts.** Let \(t\) be the full minimizer, \(u\) the one with \(D\) omitted, and \(\sum_{i\in D}v_it_i>0\). Deleting this positive sum lowers the total. The sum also shows that \(t\) is nonzero somewhere on \(D\), where \(u\) vanishes. So \(u\neq t\), and \(J(t)<J(u)\).

**Your numbers.** Counting pairs from 0, take \(A=\begin{pmatrix}2&1\\1&1\end{pmatrix}\) and \(v=(1,2)\). Then \(x\cdot Ax=x_0^2+(x_0+x_1)^2\), which is positive for \(x\ne0\), and

\[ J(s)=(s_0-1)^2+(s_0+s_1+2)^2-5 . \]

The minimizer is \((1,-3)\), with contributions \(1\) and \(-6\). With \(s_0=0\), \(J=(s_1+2)^2-4\), so the remaining amplitude relaxes from \(-3\) to \(-2\).

**One pair is too few.** If pair \(i\) is uncoupled and \(A_{ii}\ge0\), switching it off cannot lower the energy, so \(A_{ii}t_i^2+2v_it_i\le0\) and \(v_it_i\le0\). A single pair has nothing to couple to, so two pairs are the smallest case with a positive contribution.

## What the Lean theorems say

`corrFunctional` is \(J\), `pairEnergy` is \(v_it_i\), and `IsOptimal A v D t` says that `t` vanishes on `D` and minimizes \(J\) among such vectors; `∅` gives the full problem. In `delete_lowers_omit_raises`, the sum over `Dᶜ` is the total after deletion. Hypothesis `hA` is positive definiteness: physically, every combination of double excitations costs zeroth-order energy. Symmetry of `A` is not required.

The number of pairs is finite, and the minimizers are assumed given, except in `two_pair_model`, which exhibits them. If a pair has several amplitudes, let `i` number amplitudes and let `D` collect those of the pair. The result bears on pair screening in local second-order perturbation theory when the energy is a minimized quadratic functional of this kind; nonlinear coupled-cluster equations are a different problem.

In the proof, `energy_eq_sum_pairEnergy` replaces the derivative by trial values: \(c=0\) and \(c=2\) give \(a\ge0\), then \(c=1-e\) with \(e=(a+b)/(a+1)\) forces \(e=0\). `optimal_lt` expands the midpoint identity with `simp only` and `ring`, and `linarith` finishes the comparison. The main theorem splits the sum over `D` and `Dᶜ`, then applies these two lemmas. `uncoupled_pairEnergy_nonpos` switches off pair `i` by adding `Pi.single i (-t i)`. For the model, `modelA_posDef_witness` and `model_energy` write out the squares, and `nlinarith` completes them as above.

```lean
import Mathlib

open Matrix

namespace MisleadingPairEnergies

variable {n : Type*} [Fintype n]

/-- The quadratic correlation functional `t·At + 2 v·t` of the pair amplitudes `t`, with
coupling matrix `A` and driving integrals `v`. -/
def corrFunctional (A : Matrix n n ℝ) (v t : n → ℝ) : ℝ :=
  t ⬝ᵥ (A *ᵥ t) + 2 * (v ⬝ᵥ t)

/-- The contribution `v i * t i` of pair `i` to the correlation energy. -/
def pairEnergy (v t : n → ℝ) (i : n) : ℝ := v i * t i

/-- The amplitudes `t` minimize the correlation functional among all amplitudes that vanish
on the set `D` of omitted pairs. -/
def IsOptimal (A : Matrix n n ℝ) (v : n → ℝ) (D : Finset n) (t : n → ℝ) : Prop :=
  (∀ i ∈ D, t i = 0) ∧
    ∀ s : n → ℝ, (∀ i ∈ D, s i = 0) → corrFunctional A v t ≤ corrFunctional A v s

/-- At optimal amplitudes, with or without omitted pairs, the correlation functional equals
the sum of the pair contributions. -/
theorem energy_eq_sum_pairEnergy {A : Matrix n n ℝ} {v t : n → ℝ} {D : Finset n}
    (ht : IsOptimal A v D t) : corrFunctional A v t = ∑ i, pairEnergy v t i := by
  -- a parabola in the scale factor `c` with its minimum at `c = 1` is stationary there
  have scal : ∀ a b : ℝ, (∀ c : ℝ, a + 2 * b ≤ c ^ 2 * a + 2 * c * b) → a + b = 0 := by
    intro a b h
    have ha : 0 ≤ a := by
      have h0 := h 0
      have h2 := h 2
      linarith
    obtain ⟨e, he⟩ : ∃ e : ℝ, e * (a + 1) = a + b :=
      ⟨(a + b) / (a + 1), div_mul_cancel₀ _ (by positivity)⟩
    have h1 := h (1 - e)
    have h2 : e * (e * (a + 1)) = e * (a + b) := by rw [he]
    have h3 : e ^ 2 * (a + 2) ≤ 0 := by nlinarith [h1, h2]
    have h4 : e ^ 2 ≤ 0 := by nlinarith [mul_nonneg (sq_nonneg e) ha]
    have h5 : e = 0 := (pow_eq_zero_iff two_ne_zero).1 (le_antisymm h4 (sq_nonneg e))
    rw [h5, zero_mul] at he
    exact he.symm
  have key := scal (t ⬝ᵥ (A *ᵥ t)) (v ⬝ᵥ t) (by
    intro c
    have h := ht.2 (c • t) (fun i hi => by simp [ht.1 i hi])
    have e : corrFunctional A v (c • t)
        = c ^ 2 * (t ⬝ᵥ (A *ᵥ t)) + 2 * c * (v ⬝ᵥ t) := by
      simp only [corrFunctional, Matrix.mulVec_smul, dotProduct_smul, smul_dotProduct,
        smul_eq_mul]
      ring
    rw [e] at h
    exact h)
  change t ⬝ᵥ (A *ᵥ t) + 2 * (v ⬝ᵥ t) = v ⬝ᵥ t
  linarith

/-- For a positive definite coupling matrix, any other amplitudes that vanish on the omitted
pairs have a strictly higher energy than the optimal ones. -/
theorem optimal_lt {A : Matrix n n ℝ} {v t s : n → ℝ} {D : Finset n}
    (hA : ∀ x : n → ℝ, x ≠ 0 → 0 < x ⬝ᵥ (A *ᵥ x))
    (ht : IsOptimal A v D t) (hs : ∀ i ∈ D, s i = 0) (hne : s ≠ t) :
    corrFunctional A v t < corrFunctional A v s := by
  -- compare with the midpoint of `t` and `s`
  have hmid := ht.2 ((1 / 2 : ℝ) • (t + s)) (fun i hi => by simp [ht.1 i hi, hs i hi])
  have e : corrFunctional A v ((1 / 2 : ℝ) • (t + s))
      = (corrFunctional A v t + corrFunctional A v s) / 2
        - (1 / 4) * ((s - t) ⬝ᵥ (A *ᵥ (s - t))) := by
    simp only [corrFunctional, Matrix.mulVec_smul, Matrix.mulVec_add, Matrix.mulVec_sub,
      dotProduct_smul, smul_dotProduct, dotProduct_add, add_dotProduct, dotProduct_sub,
      sub_dotProduct, smul_eq_mul]
    ring
  have hpos := hA (s - t) (sub_ne_zero.2 hne)
  linarith

/-- Let the coupling matrix be positive definite and let the pairs in `D` contribute a positive
total at the full optimum `t`. Deleting their contributions afterwards lowers the energy,
whereas omitting them from the minimization, which gives `u`, raises it. -/
theorem delete_lowers_omit_raises [DecidableEq n] {A : Matrix n n ℝ} {v t u : n → ℝ}
    {D : Finset n} (hA : ∀ x : n → ℝ, x ≠ 0 → 0 < x ⬝ᵥ (A *ᵥ x))
    (ht : IsOptimal A v ∅ t) (hu : IsOptimal A v D u)
    (hD : 0 < ∑ i ∈ D, pairEnergy v t i) :
    ∑ i ∈ Dᶜ, pairEnergy v t i < ∑ i, pairEnergy v t i ∧
      ∑ i, pairEnergy v t i < ∑ i, pairEnergy v u i := by
  constructor
  · have h := Finset.sum_add_sum_compl D (pairEnergy v t)
    linarith
  · -- a positive contribution needs a nonzero amplitude on `D`, so `u` differs from `t`
    have hne : u ≠ t := by
      intro h
      have h0 : ∑ i ∈ D, pairEnergy v t i = 0 :=
        Finset.sum_eq_zero (fun i hi => by
          rw [← h, pairEnergy, hu.1 i hi, mul_zero])
      linarith
    rw [← energy_eq_sum_pairEnergy ht, ← energy_eq_sum_pairEnergy hu]
    exact optimal_lt hA ht (by simp) hne

/-- A pair with nonnegative diagonal element that is not coupled to any other pair never
contributes a positive energy at the full optimum. -/
theorem uncoupled_pairEnergy_nonpos [DecidableEq n] {A : Matrix n n ℝ} {v t : n → ℝ} {i : n}
    (ht : IsOptimal A v ∅ t) (hii : 0 ≤ A i i)
    (hoff : ∀ j, j ≠ i → A i j = 0 ∧ A j i = 0) : pairEnergy v t i ≤ 0 := by
  -- compare with the amplitudes in which pair `i` is switched off
  have h := ht.2 (t + Pi.single i (-t i)) (by simp)
  have hAt : (A *ᵥ t) i = A i i * t i := by
    change ∑ j, A i j * t j = A i i * t i
    exact Finset.sum_eq_single i (fun j _ hj => by rw [(hoff j hj).1, zero_mul])
      (fun hi => absurd (Finset.mem_univ i) hi)
  have hAs : A *ᵥ Pi.single i (-t i) = Pi.single i (A i i * -t i) := by
    ext j
    change (fun k => A j k) ⬝ᵥ Pi.single i (-t i) = _
    rw [dotProduct_single]
    by_cases hj : j = i
    · subst hj
      simp
    · simp [hj, (hoff j hj).2]
  simp only [corrFunctional, Matrix.mulVec_add, dotProduct_add, add_dotProduct, hAs,
    single_dotProduct, dotProduct_single, hAt, Pi.add_apply, Pi.single_eq_same] at h
  unfold pairEnergy
  nlinarith [mul_nonneg hii (sq_nonneg (t i))]

/-- The coupling matrix of the two-pair model. -/
def modelA : Matrix (Fin 2) (Fin 2) ℝ := !![2, 1; 1, 1]

/-- The driving integrals of the two-pair model. -/
def modelV : Fin 2 → ℝ := ![1, 2]

/-- The coupling matrix of the two-pair model is positive definite. -/
theorem modelA_posDef_witness (x : Fin 2 → ℝ) (hx : x ≠ 0) : 0 < x ⬝ᵥ (modelA *ᵥ x) := by
  have e : x ⬝ᵥ (modelA *ᵥ x) = x 0 ^ 2 + (x 0 + x 1) ^ 2 := by
    simp [modelA, Matrix.mulVec, dotProduct, Fin.sum_univ_two]
    ring
  rw [e]
  by_contra h
  have h0 : x 0 = 0 := (pow_eq_zero_iff two_ne_zero).1
    (by linarith [sq_nonneg (x 0), sq_nonneg (x 0 + x 1)])
  have h1 : x 0 + x 1 = 0 := (pow_eq_zero_iff two_ne_zero).1
    (by linarith [sq_nonneg (x 0), sq_nonneg (x 0 + x 1)])
  apply hx
  ext i
  fin_cases i
  · exact h0
  · change x 1 = 0
    linarith

/-- The energy of the two-pair model written out in its two amplitudes. -/
theorem model_energy (s : Fin 2 → ℝ) : corrFunctional modelA modelV s
    = s 0 ^ 2 + (s 0 + s 1) ^ 2 + 2 * (s 0 + 2 * s 1) := by
  simp [corrFunctional, modelA, modelV, Matrix.mulVec, dotProduct, Fin.sum_univ_two]
  ring

/-- In the two-pair model the full optimum `(1, -3)` has pair contributions `1` and `-6` and
energy `-5`; with the first pair omitted the optimum is `(0, -2)`, with energy `-4`. -/
theorem two_pair_model :
    IsOptimal modelA modelV ∅ ![1, -3] ∧ IsOptimal modelA modelV {0} ![0, -2] ∧
      pairEnergy modelV ![1, -3] 0 = 1 ∧ pairEnergy modelV ![1, -3] 1 = -6 ∧
      corrFunctional modelA modelV ![1, -3] = -5 ∧
      corrFunctional modelA modelV ![0, -2] = -4 := by
  have h5 : corrFunctional modelA modelV ![1, -3] = -5 := by
    rw [model_energy]
    norm_num
  have h4 : corrFunctional modelA modelV ![0, -2] = -4 := by
    rw [model_energy]
    norm_num
  refine ⟨⟨by simp, fun s _ => ?_⟩, ⟨by simp, fun s hs => ?_⟩, ?_, ?_, h5, h4⟩
  · rw [h5, model_energy]
    nlinarith [sq_nonneg (s 0 - 1), sq_nonneg (s 0 + s 1 + 2)]
  · have h0 : s 0 = 0 := hs 0 (by simp)
    rw [h4, model_energy, h0]
    nlinarith [sq_nonneg (s 1 + 2)]
  · norm_num [pairEnergy, modelV]
  · norm_num [pairEnergy, modelV]

end MisleadingPairEnergies
```

```lean
#print axioms MisleadingPairEnergies.delete_lowers_omit_raises
#print axioms MisleadingPairEnergies.uncoupled_pairEnergy_nonpos
#print axioms MisleadingPairEnergies.two_pair_model
```

```
'MisleadingPairEnergies.delete_lowers_omit_raises' depends on axioms: [propext, Classical.choice, Quot.sound]
'MisleadingPairEnergies.uncoupled_pairEnergy_nonpos' depends on axioms: [propext, Classical.choice, Quot.sound]
'MisleadingPairEnergies.two_pair_model' depends on axioms: [propext, Classical.choice, Quot.sound]
```
